# The inverse of a good Broyden update when $s^{\mathsf T}Hy\neq 0$

Let $B$ and $H$ be real $n\times n$ matrices with $BH=1$, and let $s,y\in\mathbb R^n$ satisfy $s^{\mathsf T}Hy\neq 0$. Then the matrices

$$B_+=B+\frac{(y-Bs)s^{\mathsf T}}{s^{\mathsf T}s},\qquad H_+=H+\frac{(s-Hy)s^{\mathsf T}H}{s^{\mathsf T}Hy}$$

are inverse to each other: $B_+H_+=H_+B_+=1$.

In a quasi-Newton search for a zero of a residual $F(x)$, $B$ models the Jacobian, $s$ is the step taken in $x$, and $y$ is the resulting change of $F$. For a self-consistent-field problem discretised to finitely many real variables, the result lets the inverse model be updated directly, in exact arithmetic, without solving a new linear system for each update.

## Real vectors and matrices over a finite index set

The type `n` labels the variables, vectors are functions `n → ℝ`, and `Fintype n` makes their number finite. In the code, `*ᵥ` is a matrix acting on a column, `ᵥ*` is a row acting on a matrix, `⬝ᵥ` is the real dot product without complex conjugation, and `vecMulVec u v` is the outer product $uv^{\mathsf T}$.

```lean
import Mathlib

open Matrix

namespace BroydenShermanMorrison

noncomputable section

variable {n : Type*} [Fintype n]
```

The two updates are written with the scalar factor attached to the left vector of the outer product.

```lean
/-- The good Broyden update of a Jacobian model: `B + (y - B s) sᵀ / (sᵀ s)`. -/
def goodBroyden (B : Matrix n n ℝ) (s y : n → ℝ) : Matrix n n ℝ :=
  B + vecMulVec ((s ⬝ᵥ s)⁻¹ • (y - B *ᵥ s)) s

/-- The update of the inverse Jacobian model: `H + (s - H y) sᵀ H / (sᵀ H y)`. -/
def inverseBroyden (H : Matrix n n ℝ) (s y : n → ℝ) : Matrix n n ℝ :=
  H + vecMulVec ((s ⬝ᵥ H *ᵥ y)⁻¹ • (s - H *ᵥ y)) (s ᵥ* H)
```

Repeated updates take a list of pairs $(s,y)$ and apply them from left to right. The pairs are arbitrary data; they need not come from an actual residual function.

```lean
/-- The Jacobian model after good Broyden updates along a list of pairs `(s, y)`. -/
def jacobianRun (B : Matrix n n ℝ) (steps : List ((n → ℝ) × (n → ℝ))) : Matrix n n ℝ :=
  steps.foldl (fun M p => goodBroyden M p.1 p.2) B

/-- The inverse model after inverse updates along a list of pairs `(s, y)`. -/
def inverseRun (H : Matrix n n ℝ) (steps : List ((n → ℝ) × (n → ℝ))) : Matrix n n ℝ :=
  steps.foldl (fun M p => inverseBroyden M p.1 p.2) H
```

The condition on such a list tests each denominator with the inverse model current at that step, not with the initial one.

```lean
/-- A list of pairs `(s, y)` is admissible from `H` if at every step `sᵀ H y ≠ 0` for the
current inverse model `H`. -/
def Admissible : Matrix n n ℝ → List ((n → ℝ) × (n → ℝ)) → Prop
  | _, [] => True
  | H, p :: t => p.1 ⬝ᵥ H *ᵥ p.2 ≠ 0 ∧ Admissible (inverseBroyden H p.1 p.2) t
```

Three product rules carry the algebra: $M(uv^{\mathsf T})=(Mu)v^{\mathsf T}$, $(uv^{\mathsf T})M=u(v^{\mathsf T}M)$ and $(uv^{\mathsf T})x=(v^{\mathsf T}x)u$. Each follows by comparing entries; for the first, $\sum_k M_{ik}(u_kv_j)=\bigl(\sum_k M_{ik}u_k\bigr)v_j$. The proofs do the same inside the finite sums.

```lean
/-- A matrix times an outer product: `M (u vᵀ) = (M u) vᵀ`. -/
theorem mul_outer (M : Matrix n n ℝ) (u v : n → ℝ) :
    M * vecMulVec u v = vecMulVec (M *ᵥ u) v := by
  ext i j
  simp only [Matrix.mul_apply, Matrix.vecMulVec_apply, Matrix.mulVec, dotProduct,
    Finset.sum_mul]
  exact Finset.sum_congr rfl fun k _ => by ring

/-- An outer product times a matrix: `(u vᵀ) M = u (vᵀ M)`. -/
theorem outer_mul (M : Matrix n n ℝ) (u v : n → ℝ) :
    vecMulVec u v * M = vecMulVec u (v ᵥ* M) := by
  ext i j
  simp only [Matrix.mul_apply, Matrix.vecMulVec_apply, Matrix.vecMul, dotProduct,
    Finset.mul_sum]
  exact Finset.sum_congr rfl fun k _ => by ring

/-- An outer product acting on a vector: `(u vᵀ) x = (vᵀ x) u`. -/
theorem outer_mulVec (u v x : n → ℝ) :
    vecMulVec u v *ᵥ x = (v ⬝ᵥ x) • u := by
  ext i
  simp only [Matrix.mulVec, dotProduct, Matrix.vecMulVec_apply, Pi.smul_apply, smul_eq_mul,
    Finset.sum_mul]
  exact Finset.sum_congr rfl fun k _ => by ring
```

## A nonzero step

The condition $s\neq0$ says that the iteration has moved. Over the reals it gives $s^{\mathsf T}s\neq0$, which is what the update of $B$ divides by. The updated model then reproduces the observed change:

$$B_+s=Bs+(y-Bs)\frac{s^{\mathsf T}s}{s^{\mathsf T}s}=y.$$

In the proof, `hss` supplies the nonzero scalar and `outer_mulVec` evaluates the outer product on $s$.

```lean
/-- Secant equation: for a nonzero step the updated Jacobian model maps `s` to `y`. -/
theorem goodBroyden_secant (B : Matrix n n ℝ) (s y : n → ℝ) (hs : s ≠ 0) :
    goodBroyden B s y *ᵥ s = y := by
  have hss : s ⬝ᵥ s ≠ 0 := fun h => hs (dotProduct_self_eq_zero.mp h)
  unfold goodBroyden
  rw [Matrix.add_mulVec, outer_mulVec, smul_smul, mul_inv_cancel₀ hss, one_smul]
  abel
```

The corresponding equation for the inverse model divides by a different scalar:

$$H_+y=Hy+(s-Hy)\frac{s^{\mathsf T}Hy}{s^{\mathsf T}Hy}=s.$$

It needs only $s^{\mathsf T}Hy\neq0$, and no relation between $H$ and $B$.

```lean
/-- Inverse secant equation: if `sᵀ H y ≠ 0` the updated inverse model maps `y` to `s`. -/
theorem inverseBroyden_secant (H : Matrix n n ℝ) (s y : n → ℝ) (hden : s ⬝ᵥ H *ᵥ y ≠ 0) :
    inverseBroyden H s y *ᵥ y = s := by
  unfold inverseBroyden
  rw [Matrix.add_mulVec, outer_mulVec, ← Matrix.dotProduct_mulVec, smul_smul,
    mul_inv_cancel₀ hden, one_smul]
  abel
```

The inverse theorem has no separate hypothesis $s\neq0$, because $s=0$ would make $s^{\mathsf T}Hy$ vanish. The invertibility criterion further down does need it: Lean sets $0^{-1}=0$, so at $s=0$ the coded update returns $B$, which is invertible although $s^{\mathsf T}Hy=0$.

## An inverse model that starts exact

The hypothesis $BH=1$ says that $H$ undoes the current Jacobian model. It does not say that $B$ is the true Jacobian of $F$. For finite square matrices it also gives $HB=1$.

By hand, it enters through the Sherman-Morrison formula. Put $d=1+v^{\mathsf T}Hu$ and assume $d\neq0$. Then

$$\begin{aligned}
(B+uv^{\mathsf T})\left(H-\frac{Hu\,v^{\mathsf T}H}{d}\right)
&=BH+uv^{\mathsf T}H-\frac{BHu\,v^{\mathsf T}H}{d}-\frac{u(v^{\mathsf T}Hu)v^{\mathsf T}H}{d}\\
&=1+\left(1-\frac{1+v^{\mathsf T}Hu}{d}\right)uv^{\mathsf T}H=1.
\end{aligned}$$

In the proof, `e1`, `e2` and `e3` reduce the three correction terms to multiples of $uv^{\mathsf T}H$; `hBH` is used in `e1` and for the leading term. The final `linear_combination` cancels the coefficients, and `mul_eq_one_comm` gives the product in the other order.

```lean
variable [DecidableEq n]

/-- Sherman-Morrison formula: if `B H = 1` and `1 + vᵀ H u ≠ 0`, then `B + u vᵀ` has the
two-sided inverse `H - (H u)(vᵀ H) / (1 + vᵀ H u)`. -/
theorem sherman_morrison (B H : Matrix n n ℝ) (u v : n → ℝ) (hBH : B * H = 1)
    (hd : 1 + v ⬝ᵥ H *ᵥ u ≠ 0) :
    (B + vecMulVec u v) * (H - (1 + v ⬝ᵥ H *ᵥ u)⁻¹ • vecMulVec (H *ᵥ u) (v ᵥ* H)) = 1 ∧
    (H - (1 + v ⬝ᵥ H *ᵥ u)⁻¹ • vecMulVec (H *ᵥ u) (v ᵥ* H)) * (B + vecMulVec u v) = 1 := by
  -- every cross term is a multiple of the single outer product u (vᵀ H)
  have e1 : B * vecMulVec (H *ᵥ u) (v ᵥ* H) = vecMulVec u (v ᵥ* H) := by
    rw [mul_outer, Matrix.mulVec_mulVec, hBH, Matrix.one_mulVec]
  have e2 : vecMulVec u v * H = vecMulVec u (v ᵥ* H) := outer_mul H u v
  have e3 : vecMulVec u v * vecMulVec (H *ᵥ u) (v ᵥ* H)
      = (v ⬝ᵥ H *ᵥ u) • vecMulVec u (v ᵥ* H) := by
    rw [mul_outer, outer_mulVec]
    ext i j
    simp only [Matrix.vecMulVec_apply, Matrix.smul_apply, Pi.smul_apply, smul_eq_mul]
    ring
  have hc : (1 + v ⬝ᵥ H *ᵥ u)⁻¹ * (1 + v ⬝ᵥ H *ᵥ u) = 1 := inv_mul_cancel₀ hd
  have h : (B + vecMulVec u v) *
      (H - (1 + v ⬝ᵥ H *ᵥ u)⁻¹ • vecMulVec (H *ᵥ u) (v ᵥ* H)) = 1 := by
    rw [Matrix.add_mul, Matrix.mul_sub, Matrix.mul_sub, Matrix.mul_smul, Matrix.mul_smul,
      hBH, e1, e2, e3]
    ext i j
    simp only [Matrix.add_apply, Matrix.sub_apply, Matrix.smul_apply, smul_eq_mul]
    -- the coefficients of u (vᵀ H) cancel
    linear_combination (-(vecMulVec u (v ᵥ* H) i j)) * hc
  exact ⟨h, _root_.mul_eq_one_comm.mp h⟩
```

Without $BH=1$ the conclusion can fail even when the denominator is nonzero. In two dimensions take $B=1$, $H=2\cdot1$ and $s=y=(1,0)^{\mathsf T}$, so that $s^{\mathsf T}Hy=2$. Then $B_+=1$ but $H_+=\operatorname{diag}(1,2)$: the update corrects $H$ along the step and leaves the error in the other direction.

## A nonzero overlap $s^{\mathsf T}Hy$

The vector $Hy$ is the step that the old inverse model assigns to the observed residual change. The condition $s^{\mathsf T}Hy\neq0$ says that this predicted step is not orthogonal to the step actually taken. The sign of the overlap is free.

The general rank-one update shows what a zero denominator does. If $d=0$, then

$$(B+uv^{\mathsf T})Hu=u+u(v^{\mathsf T}Hu)=d\,u=0.$$

The vector $Hu$ is nonzero, since $Hu=0$ would give $d=1$. The updated matrix therefore has a nonzero null vector and is singular. The proof assumes a left inverse `C`, applies it to this equation to get $Hu=0$, and reaches the contradiction $1=0$.

```lean
/-- If `B H = 1` and `1 + vᵀ H u = 0`, the rank-one update `B + u vᵀ` is not invertible. -/
theorem rank_one_update_singular (B H : Matrix n n ℝ) (u v : n → ℝ) (hBH : B * H = 1)
    (hd : 1 + v ⬝ᵥ H *ᵥ u = 0) : ¬ IsUnit (B + vecMulVec u v) := by
  intro hU
  obtain ⟨C, hC⟩ := hU.exists_left_inv
  -- H u is a null vector of the updated matrix
  have hact : (B + vecMulVec u v) *ᵥ (H *ᵥ u) = (1 + v ⬝ᵥ H *ᵥ u) • u := by
    rw [Matrix.add_mulVec, outer_mulVec, Matrix.mulVec_mulVec, hBH, Matrix.one_mulVec,
      add_smul, one_smul]
  rw [hd, zero_smul] at hact
  have hz : (C * (B + vecMulVec u v)) *ᵥ (H *ᵥ u) = 0 := by
    rw [← Matrix.mulVec_mulVec, hact, Matrix.mulVec_zero]
  rw [hC, Matrix.one_mulVec] at hz
  -- but H u = 0 would make the denominator equal to 1
  rw [hz, dotProduct_zero, add_zero] at hd
  exact one_ne_zero hd
```

For the Broyden update, choose $u=(y-Bs)/(s^{\mathsf T}s)$ and $v=s$. Using $HB=1$,

$$Hu=\frac{Hy-s}{s^{\mathsf T}s},\qquad
d=1+\frac{s^{\mathsf T}Hy-s^{\mathsf T}s}{s^{\mathsf T}s}=\frac{s^{\mathsf T}Hy}{s^{\mathsf T}s}.$$

```lean
/-- For `u = (y - B s) / (sᵀ s)` with `s ≠ 0` and `B H = 1`, the denominator `1 + sᵀ H u`
equals `sᵀ H y / (sᵀ s)`. -/
theorem broyden_denominator (B H : Matrix n n ℝ) (s y : n → ℝ) (hBH : B * H = 1)
    (hs : s ≠ 0) :
    1 + s ⬝ᵥ H *ᵥ ((s ⬝ᵥ s)⁻¹ • (y - B *ᵥ s)) = (s ⬝ᵥ H *ᵥ y) / (s ⬝ᵥ s) := by
  have hss : s ⬝ᵥ s ≠ 0 := fun h => hs (dotProduct_self_eq_zero.mp h)
  have hHB : H * B = 1 := _root_.mul_eq_one_comm.mp hBH
  have hb : s ⬝ᵥ s * (s ⬝ᵥ s)⁻¹ = 1 := mul_inv_cancel₀ hss
  rw [Matrix.mulVec_smul, Matrix.mulVec_sub, Matrix.mulVec_mulVec, hHB, Matrix.one_mulVec,
    dotProduct_smul, dotProduct_sub, smul_eq_mul]
  linear_combination -hb
```

The Sherman-Morrison correction now becomes

$$-\frac{Hu\,s^{\mathsf T}H}{d}
=-\frac{s^{\mathsf T}s}{s^{\mathsf T}Hy}\,\frac{(Hy-s)s^{\mathsf T}H}{s^{\mathsf T}s}
=\frac{(s-Hy)s^{\mathsf T}H}{s^{\mathsf T}Hy},$$

which is the correction in $H_+$. The proof of `goodBroyden_inverse` follows this order. It derives `hs` from `hden`, obtains the nonzero Sherman-Morrison denominator `hne`, and calls `sherman_morrison` to get `key`. The identity `e2` is the cancellation of $s^{\mathsf T}s$ just shown.

```lean
/-- If `B H = 1` and `sᵀ H y ≠ 0`, then `H + (s - H y) sᵀ H / (sᵀ H y)` is a two-sided inverse
of the good Broyden update `B + (y - B s) sᵀ / (sᵀ s)`. -/
theorem goodBroyden_inverse (B H : Matrix n n ℝ) (s y : n → ℝ) (hBH : B * H = 1)
    (hden : s ⬝ᵥ H *ᵥ y ≠ 0) :
    goodBroyden B s y * inverseBroyden H s y = 1 ∧
    inverseBroyden H s y * goodBroyden B s y = 1 := by
  -- the step is nonzero because sᵀ H y is
  have hs : s ≠ 0 := by
    intro h
    apply hden
    rw [h, zero_dotProduct]
  have hss : s ⬝ᵥ s ≠ 0 := fun h => hs (dotProduct_self_eq_zero.mp h)
  have hHB : H * B = 1 := _root_.mul_eq_one_comm.mp hBH
  have hb : s ⬝ᵥ s * (s ⬝ᵥ s)⁻¹ = 1 := mul_inv_cancel₀ hss
  have hd := broyden_denominator B H s y hBH hs
  have hne : 1 + s ⬝ᵥ H *ᵥ ((s ⬝ᵥ s)⁻¹ • (y - B *ᵥ s)) ≠ 0 := by
    rw [hd]
    exact div_ne_zero hden hss
  have key := sherman_morrison B H ((s ⬝ᵥ s)⁻¹ • (y - B *ᵥ s)) s hBH hne
  have hHu : H *ᵥ ((s ⬝ᵥ s)⁻¹ • (y - B *ᵥ s)) = (s ⬝ᵥ s)⁻¹ • (H *ᵥ y - s) := by
    rw [Matrix.mulVec_smul, Matrix.mulVec_sub, Matrix.mulVec_mulVec, hHB, Matrix.one_mulVec]
  -- the factor sᵀ s cancels in the Sherman-Morrison correction
  have e2 : inverseBroyden H s y
      = H - (1 + s ⬝ᵥ H *ᵥ ((s ⬝ᵥ s)⁻¹ • (y - B *ᵥ s)))⁻¹ •
        vecMulVec (H *ᵥ ((s ⬝ᵥ s)⁻¹ • (y - B *ᵥ s))) (s ᵥ* H) := by
    rw [hd, hHu]
    ext i j
    simp only [inverseBroyden, Matrix.add_apply, Matrix.sub_apply, Matrix.smul_apply,
      Matrix.vecMulVec_apply, Pi.smul_apply, Pi.sub_apply, smul_eq_mul, inv_div]
    linear_combination (-((s ⬝ᵥ H *ᵥ y)⁻¹ * (s i - (H *ᵥ y) i) * (s ᵥ* H) j)) * hb
  rw [e2]
  exact key
```

For a nonzero step the condition is also necessary. A small case is $B=H=1$ in two dimensions with $s=(1,0)^{\mathsf T}$ and $y=(0,1)^{\mathsf T}$. Here $s^{\mathsf T}Hy=0$ and

$$B_+=\begin{pmatrix}0&0\\1&1\end{pmatrix},$$

which has no inverse. The general equivalence combines the singular case with the inverse theorem; `IsUnit` means that a two-sided inverse exists.

```lean
/-- For `B H = 1` and a nonzero step `s`, the good Broyden update is invertible exactly when
`sᵀ H y ≠ 0`. -/
theorem goodBroyden_isUnit_iff (B H : Matrix n n ℝ) (s y : n → ℝ) (hBH : B * H = 1)
    (hs : s ≠ 0) : IsUnit (goodBroyden B s y) ↔ s ⬝ᵥ H *ᵥ y ≠ 0 := by
  constructor
  · intro hU h0
    have hd : 1 + s ⬝ᵥ H *ᵥ ((s ⬝ᵥ s)⁻¹ • (y - B *ᵥ s)) = 0 := by
      rw [broyden_denominator B H s y hBH hs, h0, zero_div]
    exact rank_one_update_singular B H _ s hBH hd hU
  · intro hden
    obtain ⟨h1, h2⟩ := goodBroyden_inverse B H s y hBH hden
    exact ⟨⟨goodBroyden B s y, inverseBroyden H s y, h1, h2⟩, rfl⟩
```

The criterion separates zero from nonzero and sets no safe numerical threshold. An overlap that is nonzero but very small compared with the product of the lengths of $s$ and $Hy$ satisfies it, yet can make the computed correction to $H$ sensitive to rounding.

## A nonzero overlap at every update

For a sequence of updates, `Admissible` requires the current overlap to be nonzero each time. By hand, one update turns the pair $(B,H)$ into a mutually inverse pair $(B_+,H_+)$, which is the starting hypothesis for the next update. The proof is this induction on the list, with $B$ and $H$ left general so that the induction hypothesis applies to the updated pair. An empty list returns the original matrices.

```lean
/-- Starting from `B H = 1`, the Jacobian recursion and the inverse recursion along any
admissible list of pairs `(s, y)` end in mutually inverse matrices. -/
theorem broyden_run_inverse (steps : List ((n → ℝ) × (n → ℝ))) :
    ∀ B H : Matrix n n ℝ, B * H = 1 → Admissible H steps →
      jacobianRun B steps * inverseRun H steps = 1 ∧
      inverseRun H steps * jacobianRun B steps = 1 := by
  induction steps with
  | nil =>
    intro B H hBH _
    exact ⟨hBH, _root_.mul_eq_one_comm.mp hBH⟩
  | cons p t ih =>
    intro B H hBH hadm
    have h : p.1 ⬝ᵥ H *ᵥ p.2 ≠ 0 ∧ Admissible (inverseBroyden H p.1 p.2) t := hadm
    exact ih (goodBroyden B p.1 p.2) (inverseBroyden H p.1 p.2)
      (goodBroyden_inverse B H p.1 p.2 hBH h.1).1 h.2
```

If the first overlap to vanish belongs to a nonzero step, the Jacobian model becomes singular at that update, by the criterion above. The theorem concerns the algebra of the two recursions and makes no statement about convergence to a zero of $F$.

## A two-dimensional case that meets the conditions

The following data satisfy both hypotheses of the inverse theorem.

```lean
/-- A two-dimensional Jacobian model. -/
def B₀ : Matrix (Fin 2) (Fin 2) ℝ := !![2, 1; 1, 1]

/-- A two-dimensional inverse Jacobian model. -/
def H₀ : Matrix (Fin 2) (Fin 2) ℝ := !![1, -1; -1, 2]

/-- A step in two dimensions. -/
def s₀ : Fin 2 → ℝ := ![1, 0]

/-- A change of the residual in two dimensions. -/
def y₀ : Fin 2 → ℝ := ![1, 2]
```

Here $H_0y_0=(-1,3)^{\mathsf T}$, so $s_0^{\mathsf T}H_0y_0=-1$. With $y_0-B_0s_0=(-1,1)^{\mathsf T}$, $s_0-H_0y_0=(2,-3)^{\mathsf T}$ and $s_0^{\mathsf T}H_0=(1,-1)$, the updates are

$$B_+=\begin{pmatrix}1&1\\2&1\end{pmatrix},\qquad
H_+=\begin{pmatrix}-1&1\\2&-1\end{pmatrix}.$$

The proof checks the hypotheses and these matrices by expanding the sums over two indices.

```lean
/-- The data `B₀, H₀, s₀, y₀` satisfy `B₀ H₀ = 1` and `s₀ᵀ H₀ y₀ ≠ 0`, and the two updates are
the explicit matrices shown. -/
theorem goodBroyden_inverse_witness :
    B₀ * H₀ = 1 ∧ s₀ ⬝ᵥ H₀ *ᵥ y₀ ≠ 0 ∧
    goodBroyden B₀ s₀ y₀ = !![1, 1; 2, 1] ∧
    inverseBroyden H₀ s₀ y₀ = !![-1, 1; 2, -1] := by
  refine ⟨?_, ?_, ?_, ?_⟩
  · ext i j
    fin_cases i <;> fin_cases j <;>
      simp [B₀, H₀, Matrix.mul_apply, Fin.sum_univ_two] <;> norm_num
  · simp only [Matrix.mulVec, dotProduct, Fin.sum_univ_two]
    simp [H₀, s₀, y₀]
    norm_num
  · ext i j
    simp only [goodBroyden, Matrix.add_apply, Matrix.vecMulVec_apply, Pi.smul_apply,
      Pi.sub_apply, smul_eq_mul, Matrix.mulVec, dotProduct, Fin.sum_univ_two]
    fin_cases i <;> fin_cases j <;> simp [B₀, s₀, y₀]
  · ext i j
    simp only [inverseBroyden, Matrix.add_apply, Matrix.vecMulVec_apply, Pi.smul_apply,
      Pi.sub_apply, smul_eq_mul, Matrix.mulVec, Matrix.vecMul, dotProduct, Fin.sum_univ_two]
    fin_cases i <;> fin_cases j <;> simp [H₀, s₀, y₀] <;> norm_num

end

end BroydenShermanMorrison
```

```lean
#print axioms BroydenShermanMorrison.inverseBroyden_secant
#print axioms BroydenShermanMorrison.goodBroyden_inverse
#print axioms BroydenShermanMorrison.goodBroyden_isUnit_iff
#print axioms BroydenShermanMorrison.broyden_run_inverse
```

```
'BroydenShermanMorrison.inverseBroyden_secant' depends on axioms: [propext, Classical.choice, Quot.sound]
'BroydenShermanMorrison.goodBroyden_inverse' depends on axioms: [propext, Classical.choice, Quot.sound]
'BroydenShermanMorrison.goodBroyden_isUnit_iff' depends on axioms: [propext, Classical.choice, Quot.sound]
'BroydenShermanMorrison.broyden_run_inverse' depends on axioms: [propext, Classical.choice, Quot.sound]
```
